# The k-th z-derivative of the zonal solid harmonic of degree n+k is (n+k)!/n! times the one of degree n

The polynomials S_n in this file are the zonal solid harmonics rⁿPₙ(z/r), familiar from axially symmetric multipole expansions, written as real polynomials in x, y, z. They carry the Legendre normalisation, equal to 1 at the point (0, 0, 1), and are not normalised to unit norm on the sphere. The theorem `iterate_pderiv_z` states that, for all natural numbers n and k, differentiating S_(n+k) formally k times with respect to z gives (n+k)(n+k−1)⋯(n+1) S_n. The proof is by induction on k with n left general: it separates off the outermost derivative, applies the induction hypothesis at n+1 to the rest, and finishes with the ladder rule ∂_z S_(n+1) = (n+1) S_n.

In Lean, a first try:

```lean
import Mathlib

open MvPolynomial

namespace IteratePderivZ

noncomputable section

/-- Real polynomials in the Cartesian coordinates x, y, z, numbered 0, 1, 2. -/
abbrev Poly := MvPolynomial (Fin 3) ℝ

/-- The squared radius x² + y² + z². -/
def r2 : Poly := X 0 ^ 2 + X 1 ^ 2 + X 2 ^ 2

/-- The zonal solid polynomials, generated from 1 and z by the three-term recurrence
solved for its highest member. -/
def solid : ℕ → Poly
  | 0 => 1
  | 1 => X 2
  | n + 2 => C (1 / ((n : ℝ) + 2)) *
      ((2 * (n : Poly) + 3) * X 2 * solid (n + 1) - ((n : Poly) + 1) * r2 * solid n)

private lemma mul_inv_aux (n : ℕ) : ((n : Poly) + 2) * C (1 / ((n : ℝ) + 2)) = 1 := by
  have hn : (n : ℝ) + 2 ≠ 0 := by positivity
  have h : (n : Poly) + 2 = C ((n : ℝ) + 2) := by
    rw [map_add, map_natCast, map_ofNat]
  rw [h, ← C_mul, mul_one_div_cancel hn, C_1]

private lemma cancel (n : ℕ) {a b : Poly}
    (h : ((n : Poly) + 2) * a = ((n : Poly) + 2) * b) : a = b := by
  linear_combination C (1 / ((n : ℝ) + 2)) * h - (a - b) * mul_inv_aux n

/-- The recurrence (n+2) S_(n+2) = (2n+3) z S_(n+1) - (n+1) r² S_n. -/
theorem recurrence (n : ℕ) : ((n : Poly) + 2) * solid (n + 2) =
    (2 * (n : Poly) + 3) * X 2 * solid (n + 1) - ((n : Poly) + 1) * r2 * solid n := by
  rw [solid]
  linear_combination ((2 * (n : Poly) + 3) * X 2 * solid (n + 1)
    - ((n : Poly) + 1) * r2 * solid n) * mul_inv_aux n

private lemma pderiv_r2 (i : Fin 3) : pderiv i r2 = 2 * X i := by
  fin_cases i <;> simp [r2, pderiv_X, Derivation.leibniz_pow]

private lemma dz_z : pderiv 2 (X 2 : Poly) = 1 := pderiv_X_self 2

/-- The recurrence differentiated once with respect to any Cartesian coordinate. -/
theorem pderiv_recurrence (i : Fin 3) (n : ℕ) :
    ((n : Poly) + 2) * pderiv i (solid (n + 2)) =
      (2 * (n : Poly) + 3) *
        (pderiv i (X 2) * solid (n + 1) + X 2 * pderiv i (solid (n + 1)))
      - ((n : Poly) + 1) * (2 * X i * solid n + r2 * pderiv i (solid n)) := by
  have hc (k : ℕ) (p : Poly) : pderiv i ((k : Poly) * p) = (k : Poly) * pderiv i p := by
    rw [← nsmul_eq_mul, map_nsmul, nsmul_eq_mul]
  have h0 : ((n + 2 : ℕ) : Poly) * solid (n + 2) =
      ((2 * n + 3 : ℕ) : Poly) * (X 2 * solid (n + 1))
        - ((n + 1 : ℕ) : Poly) * (r2 * solid n) := by
    push_cast
    linear_combination recurrence n
  have h := congrArg (fun p : Poly => pderiv i p) h0
  rw [hc, map_sub, hc, hc, Derivation.leibniz, Derivation.leibniz, pderiv_r2] at h
  simp only [smul_eq_mul] at h
  push_cast at h
  linear_combination h

/-- The ladder rule: ∂_z S_(n+1) = (n+1) S_n. -/
theorem pderiv_z_solid : ∀ n : ℕ,
    pderiv 2 (solid (n + 1)) = ((n : Poly) + 1) * solid n
  | 0 => by simp [solid]
  | 1 => by
    have h := pderiv_recurrence 2 0
    simp only [zero_add, solid, dz_z, pderiv_one, Nat.cast_zero] at h
    apply cancel 0
    simp only [solid, Nat.cast_zero, Nat.cast_one, zero_add]
    linear_combination h
  | n + 2 => by
    have l0 := pderiv_z_solid n
    have l1 := pderiv_z_solid (n + 1)
    have h := pderiv_recurrence 2 (n + 1)
    rw [dz_z] at h
    apply cancel (n + 1)
    simp only [Nat.add_assoc, Nat.reduceAdd] at h l1 ⊢
    push_cast at h l1 ⊢
    -- the recurrence one step lower recombines the right-hand side
    linear_combination h + (2 * (n : Poly) + 5) * X 2 * l1
      - ((n : Poly) + 2) * r2 * l0 - ((n : Poly) + 2) * recurrence n

/-- Differentiating S_(n+k) k times along z gives (n+k)(n+k-1)⋯(n+1) S_n. -/
theorem iterate_pderiv_z (k n : ℕ) : (fun p : Poly => pderiv 2 p)^[k] (solid (n + k)) =
    ((n + k).descFactorial k : Poly) * solid n := by
  induction k generalizing n with
  | zero => simp
  | succ k ih =>
    rw [show n + (k + 1) = n + 1 + k by omega, Function.iterate_succ_apply', ih (n + 1),
      Nat.descFactorial_succ, show n + 1 + k - k = n + 1 by omega]
    dsimp only
    rw [← nsmul_eq_mul, map_nsmul, nsmul_eq_mul, pderiv_z_solid]
    push_cast
    ring

end

end IteratePderivZ
```

Lean reports:

```
Main.lean:94:4: error: `dsimp` made no progress
```

The message says that `dsimp only` found nothing to simplify, which Lean treats as an error. The line was there to turn the applied function `(fun p : Poly => pderiv 2 p) (...)` into plain `pderiv 2 (...)` once `Function.iterate_succ_apply'` had brought the outermost derivative to the front.

That step had already happened. The right-hand side of the lemma applies a general function `f` to an argument, and when `rw` puts the concrete `fun` in place of `f`, it also carries out the application. By the end of the first `rw`, the goal therefore already has `pderiv 2` acting directly on the product of the numerical factor and `solid (n + 1)`, and `dsimp only` has no work left.

The diff deletes the line and changes nothing else. The next `rw` can act on the goal as it stands, moving the numerical factor out of the derivative and applying `pderiv_z_solid`.

After these edits no error is left:

```diff
@@ -92,5 +92,4 @@
     rw [show n + (k + 1) = n + 1 + k by omega, Function.iterate_succ_apply', ih (n + 1),
       Nat.descFactorial_succ, show n + 1 + k - k = n + 1 by omega]
-    dsimp only
     rw [← nsmul_eq_mul, map_nsmul, nsmul_eq_mul, pderiv_z_solid]
     push_cast
```
